# The double commutator of a Heisenberg ring with $S^z$ plane waves

The spins are taken as elements of an arbitrary complex algebra, not as matrices of a fixed size. Only their commutation relations enter, with $\hbar=1$, so the spin length is left open and may differ from site to site. For a ring of $N\ge 1$ sites with $H=J\sum_j \mathbf S_j\cdot\mathbf S_{j+1}$, $q=2\pi k/N$ with integer $k$, and $Z_q=\sum_j e^{iqj}S_j^z$, these relations give

$$[Z_{-q},[H,Z_q]]=-2J(1-\cos q)\sum_j\left(S_j^xS_{j+1}^x+S_j^yS_{j+1}^y\right).$$

In the code `A` is the algebra, `ι` the set of sites and `β` the set of bonds.

In Lean 4 with Mathlib:

```lean
import Mathlib

open Complex

namespace HeisenbergDoubleCommutator

noncomputable section

variable {A ι β : Type*} [Ring A]
```

## Commutators and spin relations

The commutator is $[X,Y]=XY-YX$.

```lean
/-- The commutator `[X, Y] = XY - YX`. -/
def comm (X Y : A) : A := X * Y - Y * X
```

Adding and subtracting $XZY$ gives the Leibniz rule $[XY,Z]=X[Y,Z]+[X,Z]Y$.

```lean
/-- The Leibniz rule for the commutator of a product. -/
theorem comm_mul (X Y Z : A) : comm (X * Y) Z = X * comm Y Z + comm X Z * Y := by
  simp only [comm, mul_sub, sub_mul, mul_assoc]
  abel
```

With $\hbar=1$, the spins satisfy $[S_j^x,S_j^y]=iS_j^z$ and its cyclic versions, and components on different sites commute. The element `S a j` is component `a` at site `j`, with 0, 1, 2 standing for $x,y,z$. The hypothesis `IsSpinSystem S` contains these relations and nothing about Hermiticity or the value of $\mathbf S_j^2$.

```lean
variable [Algebra ℂ A]

/-- Spin operators `S a j` (`a = 0, 1, 2` for x, y, z) obey the su(2) relations on each site `j`
and commute between different sites. -/
structure IsSpinSystem (S : Fin 3 → ι → A) : Prop where
  xy : ∀ j, comm (S 0 j) (S 1 j) = I • S 2 j
  yz : ∀ j, comm (S 1 j) (S 2 j) = I • S 0 j
  zx : ∀ j, comm (S 2 j) (S 0 j) = I • S 1 j
  sites : ∀ a b j l, j ≠ l → comm (S a j) (S b l) = 0
```

## Exchange, current and Hamiltonian

For complex weights $f_j$, let $Z_f=\sum_j f_jS_j^z$.

```lean
/-- The weighted sum `∑ f_j S_j^z` of the z components. -/
def zWave [Fintype ι] (S : Fin 3 → ι → A) (f : ι → ℂ) : A := ∑ j, f j • S 2 j
```

The isotropic exchange on a pair of sites is $\mathbf S_j\cdot\mathbf S_l$.

```lean
/-- The exchange term `S_j · S_l`. -/
def bond (S : Fin 3 → ι → A) (j l : ι) : A :=
  S 0 j * S 0 l + S 1 j * S 1 l + S 2 j * S 2 l
```

Its transverse part is $T_{jl}=S_j^xS_l^x+S_j^yS_l^y$.

```lean
/-- The transverse exchange `S_j^x S_l^x + S_j^y S_l^y`. -/
def transverse (S : Fin 3 → ι → A) (j l : ι) : A := S 0 j * S 0 l + S 1 j * S 1 l
```

The spin current operator, without its coupling constant, is $K_{jl}=S_j^xS_l^y-S_j^yS_l^x$.

```lean
/-- The spin current operator `S_j^x S_l^y - S_j^y S_l^x`. -/
def current (S : Fin 3 → ι → A) (j l : ι) : A := S 0 j * S 1 l - S 1 j * S 0 l
```

A general Heisenberg Hamiltonian is a sum over finitely many bonds $b$, each with its own coupling $J_b$ and end sites $s(b)$ and $t(b)$. A positive coupling is antiferromagnetic in this sign convention.

```lean
/-- The Heisenberg Hamiltonian with coupling `J b` on each bond `b`, which joins the sites
`s b` and `t b`. -/
def heisenberg [Fintype β] (S : Fin 3 → ι → A) (J : β → ℂ) (s t : β → ι) : A :=
  ∑ b, J b • bond S (s b) (t b)
```

## From one spin to a network of bonds

In $[S_j^a,Z_f]$ only the term at site $j$ survives, so

$$[S_j^x,Z_f]=-if_jS_j^y,\qquad [S_j^y,Z_f]=if_jS_j^x,\qquad [S_j^z,Z_f]=0.$$

The step `key` isolates that term, and the on-site relations then give the three results.

```lean
/-- The commutators of the three spin components at site `j` with `∑ f_l S_l^z`. -/
theorem comm_zWave [Fintype ι] {S : Fin 3 → ι → A} (h : IsSpinSystem S) (f : ι → ℂ) (j : ι) :
    comm (S 0 j) (zWave S f) = (-(I * f j)) • S 1 j ∧
    comm (S 1 j) (zWave S f) = (I * f j) • S 0 j ∧
    comm (S 2 j) (zWave S f) = 0 := by
  -- only the term on the same site survives
  have key : ∀ a, comm (S a j) (zWave S f) = f j • comm (S a j) (S 2 j) := by
    intro a
    have e : comm (S a j) (zWave S f) = ∑ l, f l • comm (S a j) (S 2 l) := by
      simp only [comm, zWave, Finset.mul_sum, Finset.sum_mul, mul_smul_comm, smul_mul_assoc,
        smul_sub, Finset.sum_sub_distrib]
    rw [e, Finset.sum_eq_single j]
    · intro l _ hl
      rw [h.sites a 2 j l (Ne.symm hl), smul_zero]
    · intro hj
      exact absurd (Finset.mem_univ j) hj
  have hxz : comm (S 0 j) (S 2 j) = -(I • S 1 j) := by
    rw [← h.zx j]
    simp only [comm, neg_sub]
  refine ⟨?_, ?_, ?_⟩
  · rw [key, hxz]
    module
  · rw [key, h.yz]
    module
  · rw [key, comm, sub_self, smul_zero]
```

For a bond, the Leibniz rule gives

$$[S_j^xS_l^x,Z_f]=-if_lS_j^xS_l^y-if_jS_j^yS_l^x,$$
$$[S_j^yS_l^y,Z_f]=if_lS_j^yS_l^x+if_jS_j^xS_l^y,$$

while the $zz$ term commutes with $Z_f$. The sum is $[\mathbf S_j\cdot\mathbf S_l,Z_f]=i(f_j-f_l)K_{jl}$. The closing `module` collects these coefficients.

```lean
/-- The commutator of an exchange term with `∑ f_j S_j^z` is the spin current on that bond times
`i (f_j - f_l)`. -/
theorem comm_bond [Fintype ι] {S : Fin 3 → ι → A} (h : IsSpinSystem S) (f : ι → ℂ) (j l : ι) :
    comm (bond S j l) (zWave S f) = (I * (f j - f l)) • current S j l := by
  have e : comm (bond S j l) (zWave S f) = comm (S 0 j * S 0 l) (zWave S f)
      + comm (S 1 j * S 1 l) (zWave S f) + comm (S 2 j * S 2 l) (zWave S f) := by
    simp only [comm, bond, add_mul, mul_add]
    abel
  obtain ⟨xj, yj, zj⟩ := comm_zWave h f j
  obtain ⟨xl, yl, zl⟩ := comm_zWave h f l
  rw [e, comm_mul, comm_mul, comm_mul, xj, yj, zj, xl, yl, zl]
  simp only [current, mul_smul_comm, smul_mul_assoc, mul_zero, zero_mul]
  module
```

A second set of weights $g_j$ acts on the current. Reversing the order of the commutator gives

$$[Z_g,K_{jl}]=[S_j^yS_l^x,Z_g]-[S_j^xS_l^y,Z_g].$$

The two terms on the right are

$$[S_j^yS_l^x,Z_g]=ig_jS_j^xS_l^x-ig_lS_j^yS_l^y,$$
$$[S_j^xS_l^y,Z_g]=ig_lS_j^xS_l^x-ig_jS_j^yS_l^y,$$

and their difference is $i(g_j-g_l)T_{jl}$.

```lean
/-- The commutator of `∑ g_j S_j^z` with the spin current is the transverse exchange times
`i (g_j - g_l)`. -/
theorem comm_current [Fintype ι] {S : Fin 3 → ι → A} (h : IsSpinSystem S) (g : ι → ℂ)
    (j l : ι) :
    comm (zWave S g) (current S j l) = (I * (g j - g l)) • transverse S j l := by
  have e : comm (zWave S g) (current S j l) =
      comm (S 1 j * S 0 l) (zWave S g) - comm (S 0 j * S 1 l) (zWave S g) := by
    simp only [comm, current, sub_mul, mul_sub]
    abel
  obtain ⟨xj, yj, -⟩ := comm_zWave h g j
  obtain ⟨xl, yl, -⟩ := comm_zWave h g l
  rw [e, comm_mul, comm_mul, xj, yj, xl, yl]
  simp only [transverse, mul_smul_comm, smul_mul_assoc]
  module
```

Both commutators are linear in the bonds. The two factors of $i$ multiply to $-1$, so

$$[Z_g,[H,Z_f]]=-\sum_b J_b\,(f_{s(b)}-f_{t(b)})(g_{s(b)}-g_{t(b)})\,T_{s(b)t(b)}.$$

The equations `e₁` and `e₂` carry out the linearity, and `I_mul_I` supplies $i^2=-1$. No geometry has been used yet.

```lean
/-- The double commutator of a Heisenberg Hamiltonian on any finite bond network with two
weighted sums of `S_j^z`. -/
theorem double_comm_heisenberg [Fintype ι] [Fintype β] {S : Fin 3 → ι → A}
    (h : IsSpinSystem S) (J : β → ℂ) (s t : β → ι) (f g : ι → ℂ) :
    comm (zWave S g) (comm (heisenberg S J s t) (zWave S f)) =
      ∑ b, (-(J b * ((f (s b) - f (t b)) * (g (s b) - g (t b))))) •
        transverse S (s b) (t b) := by
  have e₁ : comm (heisenberg S J s t) (zWave S f) =
      ∑ b, J b • comm (bond S (s b) (t b)) (zWave S f) := by
    simp only [comm, heisenberg, Finset.mul_sum, Finset.sum_mul, mul_smul_comm,
      smul_mul_assoc, smul_sub, Finset.sum_sub_distrib]
  have e₂ : ∀ (c : β → ℂ) (K : β → A), comm (zWave S g) (∑ b, c b • K b) =
      ∑ b, c b • comm (zWave S g) (K b) := by
    intro c K
    simp only [comm, Finset.mul_sum, Finset.sum_mul, mul_smul_comm, smul_mul_assoc, smul_sub,
      Finset.sum_sub_distrib]
  simp only [e₁, comm_bond h, smul_smul]
  rw [e₂]
  refine Finset.sum_congr rfl fun b _ => ?_
  rw [comm_current h, smul_smul]
  congr 1
  linear_combination (J b * ((f (s b) - f (t b)) * (g (s b) - g (t b)))) * I_mul_I
```

## Plane waves on the ring

The allowed wave numbers are $q=2\pi k/N$, in units of the inverse site spacing.

```lean
/-- The wave number `q = 2πk/N` of a ring with `N ≥ 1` sites. -/
def momentum (N : ℕ) (k : ℤ) : ℝ := 2 * Real.pi * k / N
```

Sites are elements of `ZMod N`, and `j.val` is the representative between $0$ and $N-1$ that enters $e^{iqj}$.

```lean
/-- The plane wave `exp(iqj)` on the ring, with `q = 2πk/N` and `N ≥ 1`. -/
def phase (N : ℕ) (k : ℤ) (j : ZMod N) : ℂ := exp (momentum N k * I * j.val)
```

Moving one site forward multiplies the wave by $e^{iq}$. This also holds from site $N-1$ back to site $0$, because $e^{iqN}=1$. Hence

$$(e^{iqj}-e^{iq(j+1)})(e^{-iqj}-e^{-iq(j+1)})=(1-e^{iq})(1-e^{-iq})=2(1-\cos q).$$

In the proof, `step` establishes the translation rule, with `d` counting passages across the boundary. The facts `h₁`, `h₂` and `h₃` then supply the products of opposite phases and the formula for the cosine.

```lean
/-- The product of the differences of the plane waves `q` and `-q` across a nearest-neighbour
bond is `2(1 - cos q)`. -/
theorem phase_bond (N : ℕ) [NeZero N] (k : ℤ) (j : ZMod N) :
    (phase N k j - phase N k (j + 1)) * (phase N (-k) j - phase N (-k) (j + 1)) =
      2 * (1 - Complex.cos (momentum N k)) := by
  -- translation by one site multiplies the wave by exp(iq), also across the boundary
  have step : ∀ m : ℤ, phase N m (j + 1) = exp (momentum N m * I) * phase N m j := by
    intro m
    have hv : (j + 1).val = (j.val + 1) % N := by
      rw [ZMod.val_add, ZMod.val_one_eq_one_mod, Nat.add_mod_mod]
    obtain ⟨d, hd⟩ : ∃ d : ℕ, (j + 1).val + N * d = j.val + 1 :=
      ⟨(j.val + 1) / N, by rw [hv]; exact Nat.mod_add_div _ _⟩
    have hd' : ((j + 1).val : ℂ) + N * d = j.val + 1 := by exact_mod_cast hd
    have hN : (N : ℂ) ≠ 0 := Nat.cast_ne_zero.mpr (NeZero.ne N)
    have hq : (momentum N m : ℂ) * N = 2 * Real.pi * m := by
      unfold momentum
      push_cast
      exact div_mul_cancel₀ _ hN
    unfold phase
    rw [← Complex.exp_add, Complex.exp_eq_exp_iff_exists_int]
    refine ⟨-(m * d), ?_⟩
    push_cast
    linear_combination (momentum N m * I) * hd' - I * d * hq
  have hneg : momentum N (-k) = -momentum N k := by
    unfold momentum
    push_cast
    ring
  have h₁ : phase N k j * phase N (-k) j = 1 := by
    unfold phase
    rw [← Complex.exp_add, hneg, Complex.ofReal_neg, ← Complex.exp_zero]
    congr 1
    ring
  have h₂ : exp (momentum N k * I) * exp (momentum N (-k) * I) = 1 := by
    rw [← Complex.exp_add, hneg, Complex.ofReal_neg, ← Complex.exp_zero]
    congr 1
    ring
  have h₃ : 2 * Complex.cos (momentum N k) =
      exp (momentum N k * I) + exp (momentum N (-k) * I) := by
    rw [hneg, Complex.ofReal_neg, Complex.cos]
    ring
  rw [step k, step (-k)]
  linear_combination (1 - exp (momentum N k * I)) * (1 - exp (momentum N (-k) * I)) * h₁
    + h₂ + h₃
```

The ring has one bond $(j,j+1)$ for each site. For $N=2$ the single pair is therefore counted twice, in $H$ and in the final sum alike. For $N=1$ the bond joins the site to itself, and both sides of the result vanish because $\cos q=1$.

```lean
/-- The nearest-neighbour Heisenberg ring `H = J ∑ S_j · S_{j+1}`. -/
def ringH {N : ℕ} [NeZero N] (S : Fin 3 → ZMod N → A) (J : ℂ) : A :=
  heisenberg S (fun _ : ZMod N => J) (fun j => j) (fun j => j + 1)
```

Setting $f_j=e^{iqj}$ and $g_j=e^{-iqj}$ in the network formula gives each bond the factor $-2J(1-\cos q)$, which is the stated double commutator.

```lean
/-- On the Heisenberg ring, with `Z_q = ∑ exp(iqj) S_j^z`, `[Z_{-q}, [H, Z_q]]` equals `-2J(1 - cos
q)` times the sum of the transverse exchange over nearest neighbours. -/
theorem double_comm_ring {N : ℕ} [NeZero N] {S : Fin 3 → ZMod N → A} (h : IsSpinSystem S)
    (J : ℂ) (k : ℤ) :
    comm (zWave S (phase N (-k))) (comm (ringH S J) (zWave S (phase N k))) =
      (-2 * J * (1 - Complex.cos (momentum N k))) • ∑ j, transverse S j (j + 1) := by
  rw [ringH, double_comm_heisenberg h, Finset.smul_sum]
  refine Finset.sum_congr rfl fun j _ => ?_
  congr 1
  linear_combination (-J) * phase_bond N k j
```

## Energy-weighted correlations in an eigenstate

Let $H$ now be a symmetric operator on a complex inner product space, with $H\psi=E\psi$ and $E$ real. Write $\langle O\rangle=\langle\psi|O\psi\rangle$ and expand:

$$\langle[B,[H,X]]\rangle=\langle BHX-BXH-HXB+XHB\rangle.$$

In the second term $H$ acts to the right on $\psi$, and in the third it acts to the left. Both give $E$, so

$$\langle[B,[H,X]]\rangle=\langle B(H-E)X\rangle+\langle X(H-E)B\rangle.$$

The action to the left is `hE`, the one place where the symmetry of $H$ is used.

```lean
variable {V : Type*} [NormedAddCommGroup V] [InnerProductSpace ℂ V]

/-- In an eigenstate of a symmetric `H` with energy `E`, the expectation value of `[B, [H, X]]`
is that of `B(H - E)X + X(H - E)B`. -/
theorem eigenstate_double_comm {H : Module.End ℂ V} (hH : LinearMap.IsSymmetric H) {ψ : V}
    {E : ℝ} (hψ : H ψ = (E : ℂ) • ψ) (B X : Module.End ℂ V) :
    inner ℂ ψ (comm B (comm H X) ψ) =
      inner ℂ ψ (B (H (X ψ) - (E : ℂ) • X ψ)) + inner ℂ ψ (X (H (B ψ) - (E : ℂ) • B ψ)) := by
  -- H acts to the left on the eigenstate
  have hE : inner ℂ ψ (H (X (B ψ))) = (E : ℂ) * inner ℂ ψ (X (B ψ)) := by
    rw [← hH ψ (X (B ψ)), hψ, inner_smul_left, Complex.conj_ofReal]
  simp only [comm, LinearMap.sub_apply, Module.End.mul_apply, map_sub, map_smul, hψ,
    inner_sub_right, inner_smul_right]
  linear_combination -hE
```

With $B=Z_{-q}$ and $X=Z_q$ this becomes

$$\langle Z_{-q}(H-E)Z_q\rangle+\langle Z_q(H-E)Z_{-q}\rangle=-2J(1-\cos q)\sum_j\langle T_{j,j+1}\rangle.$$

These are expectation values when $\psi$ has norm one; for any other nonzero $\psi$, both sides are divided by $\langle\psi|\psi\rangle$. For Hermitian spins, a property that the theorem does not assume, $Z_{-q}=Z_q^\dagger$ and the left side is the energy-weighted $S^z$ response at $q$ and $-q$. When the ring models a spin chain with periodic boundary conditions, $q$ is the wave number along the chain, and the formula connects the first energy moments, at $q$ and $-q$, of the dynamical $S^z$ structure factor probed by inelastic neutron scattering to the transverse nearest-neighbour correlations.

```lean
/-- In an energy eigenstate of the Heisenberg ring, the energy-weighted correlations of `S^z` at
`q` and `-q` add up to `-2J(1 - cos q)` times the summed transverse bond correlations. -/
theorem ring_sum_rule {N : ℕ} [NeZero N] {S : Fin 3 → ZMod N → Module.End ℂ V}
    (h : IsSpinSystem S) (J : ℂ) (k : ℤ) (hH : LinearMap.IsSymmetric (ringH S J)) {ψ : V}
    {E : ℝ} (hψ : ringH S J ψ = (E : ℂ) • ψ) :
    inner ℂ ψ (zWave S (phase N (-k)) (ringH S J (zWave S (phase N k) ψ)
        - (E : ℂ) • zWave S (phase N k) ψ))
      + inner ℂ ψ (zWave S (phase N k) (ringH S J (zWave S (phase N (-k)) ψ)
        - (E : ℂ) • zWave S (phase N (-k)) ψ)) =
      -2 * J * (1 - Complex.cos (momentum N k)) *
        ∑ j, inner ℂ ψ (transverse S j (j + 1) ψ) := by
  rw [← eigenstate_double_comm hH hψ, double_comm_ring h, LinearMap.smul_apply,
    inner_smul_right, LinearMap.sum_apply, inner_sum]
```

## Spin-1/2 wavefunctions as an example

The spin-1/2 matrices are half the Pauli matrices.

```lean
/-- The spin-1/2 matrices for x, y, z. -/
def spinHalf : Fin 3 → Matrix (Fin 2) (Fin 2) ℂ :=
  ![!![0, 1 / 2; 1 / 2, 0], !![0, -I / 2; I / 2, 0], !![1 / 2, 0; 0, -1 / 2]]
```

A wavefunction assigns an amplitude to each configuration $\sigma$ of up and down spins. A matrix $M$ at site $j$ acts by

$$(M_j\psi)(\sigma)=\sum_b M_{\sigma_j b}\,\psi(\sigma\text{ with }\sigma_j\text{ replaced by }b).$$

```lean
/-- The 2×2 matrix `M` acting on site `j` of a many-spin wavefunction. -/
def siteOp [DecidableEq ι] (j : ι) (M : Matrix (Fin 2) (Fin 2) ℂ) :
    Module.End ℂ ((ι → Fin 2) → ℂ) where
  toFun ψ σ := ∑ b, M (σ j) b * ψ (Function.update σ j b)
  map_add' ψ φ := by
    funext σ
    simp only [Pi.add_apply, mul_add, Finset.sum_add_distrib]
  map_smul' c ψ := by
    funext σ
    simp only [Pi.smul_apply, smul_eq_mul, RingHom.id_apply, Finset.mul_sum]
    exact Finset.sum_congr rfl fun b _ => by ring
```

These operators satisfy `IsSpinSystem` for any set of sites. The step `lift` transfers the matrix commutators to wavefunctions, and the matrix relations are checked entry by entry. Operators on different sites commute because replacements at different sites can be made in either order. The example concerns the algebraic relations; it places no inner product on the wavefunctions.

```lean
/-- The spin-1/2 operators on many-spin wavefunctions form a spin system for any set of sites. -/
theorem spinHalf_witness [DecidableEq ι] :
    IsSpinSystem (fun a (j : ι) => siteOp j (spinHalf a)) := by
  -- su(2) relations on one site follow from those of the 2×2 matrices
  have lift : ∀ (j : ι) (M M' K : Matrix (Fin 2) (Fin 2) ℂ), comm M M' = I • K →
      comm (siteOp j M) (siteOp j M') = I • siteOp j K := by
    intro j M M' K hK
    refine LinearMap.ext fun ψ => funext fun σ => ?_
    have h₀ := congrFun (congrFun hK (σ j)) 0
    have h₁ := congrFun (congrFun hK (σ j)) 1
    simp only [comm, Matrix.sub_apply, Matrix.mul_apply, Matrix.smul_apply, smul_eq_mul,
      Fin.sum_univ_two] at h₀ h₁
    simp only [comm, siteOp, LinearMap.sub_apply, Module.End.mul_apply, LinearMap.smul_apply,
      LinearMap.coe_mk, AddHom.coe_mk, Pi.sub_apply, Pi.smul_apply, smul_eq_mul,
      Fin.sum_univ_two, Function.update_self, Function.update_idem]
    linear_combination ψ (Function.update σ j 0) * h₀ + ψ (Function.update σ j 1) * h₁
  refine ⟨fun j => lift j _ _ _ ?_, fun j => lift j _ _ _ ?_, fun j => lift j _ _ _ ?_, ?_⟩
  iterate 3
    · ext a b
      fin_cases a <;> fin_cases b <;>
        simp [comm, spinHalf, Complex.ext_iff] <;> norm_num
  · intro a b j l hjl
    refine LinearMap.ext fun ψ => funext fun σ => ?_
    simp only [comm, siteOp, LinearMap.sub_apply, Module.End.mul_apply, LinearMap.zero_apply,
      LinearMap.coe_mk, AddHom.coe_mk, Pi.sub_apply, Pi.zero_apply, Fin.sum_univ_two,
      Function.update_of_ne hjl, Function.update_of_ne hjl.symm, Function.update_comm hjl]
    ring

end

end HeisenbergDoubleCommutator
```

```lean
#print axioms HeisenbergDoubleCommutator.double_comm_heisenberg
-- 'HeisenbergDoubleCommutator.double_comm_heisenberg' depends on axioms: [propext, Classical.choice, Quot.sound]
#print axioms HeisenbergDoubleCommutator.ring_sum_rule
-- 'HeisenbergDoubleCommutator.ring_sum_rule' depends on axioms: [propext, Classical.choice, Quot.sound]
```
